# In a triangular supercell of a triangular lattice, the zone corner K folds to Γ exactly when 3 divides the index

Take a 3×3 supercell of ideal graphene and look for the Dirac crossing at the corner of the supercell's own Brillouin zone. It is not there, and a gap read off at that corner is not the band gap of the crystal: the crossing has moved to Γ. In a 4×4 supercell it is at a corner again. For rotated cells such as √3×√3 or √7×√7 the answer is harder to guess.

The rule below settles where to look in any undistorted supercell that is itself a triangular lattice. It concerns wave vectors only. Bloch's theorem supplies the step to electronic states: a state of the primitive crystal with wave vector $\mathbf k$ appears in the supercell calculation at the folded point.

## Lattice, supercell and folding

```lean
import Mathlib

open Matrix

namespace TriangularSupercell
```

Let $\mathbf a_0,\mathbf a_1$ be primitive vectors of length $a$ at 60°, numbered from 0 as in Lean. The reciprocal vectors satisfy $\mathbf b_i\cdot\mathbf a_j=2\pi\delta_{ij}$ and therefore stand at 120°.

```lean
/-- Gram matrix of two primitive vectors of equal length `a` at 60 degrees,
in units of `a² / 2`. -/
def gram : Matrix (Fin 2) (Fin 2) ℤ := !![2, 1; 1, 2]
```

This is the table of scalar products $\mathbf a_i\cdot\mathbf a_j$ in units of $a^2/2$:

$$G=\begin{pmatrix}2&1\\1&2\end{pmatrix}.$$

The type says that it is a 2×2 matrix of integers, and `!![2, 1; 1, 2]` lists its rows.

```lean
/-- The supercell matrix whose columns `(m, n)` and `(-n, m + n)` are the new lattice vectors
in the primitive basis. -/
def cell (m n : ℤ) : Matrix (Fin 2) (Fin 2) ℤ := !![m, -n; n, m + n]
```

For integers $m,n$ the supercell matrix is

$$M(m,n)=\begin{pmatrix}m&-n\\n&m+n\end{pmatrix}.$$

Its columns are the new lattice vectors. The first is $m\mathbf a_0+n\mathbf a_1$. The second is the first rotated by 60°, because the rotation sends $\mathbf a_0\to\mathbf a_1$ and $\mathbf a_1\to\mathbf a_1-\mathbf a_0$.

```lean
/-- Coordinates of the wave vector `k` in the reciprocal basis of the supercell `M`,
given its coordinates in the primitive reciprocal basis. -/
def fold (M : Matrix (Fin 2) (Fin 2) ℤ) (k : Fin 2 → ℚ) : Fin 2 → ℚ :=
  (M.map (fun x : ℤ => (x : ℚ)))ᵀ *ᵥ k
```

A wave vector $\mathbf k=k_0\mathbf b_0+k_1\mathbf b_1$ has supercell coordinates $\mathbf k\cdot\mathbf A_j/2\pi$, where $\mathbf A_j=\sum_i M_{ij}\mathbf a_i$. These are $\sum_i M_{ij}k_i=(M^{T}k)_j$, which is what `fold` computes. The `map` turns the integer entries into rationals, since $k$ is rational.

```lean
/-- The primitive wave vector `k` folds to the point `k'` of the supercell zone: the two differ
by an integer vector in supercell reciprocal coordinates. -/
def FoldsTo (M : Matrix (Fin 2) (Fin 2) ℤ) (k k' : Fin 2 → ℚ) : Prop :=
  ∃ z : Fin 2 → ℤ, ∀ i, fold M k i = k' i + z i
```

`FoldsTo M k k'` says that $M^{T}k=k'+z$ for some integer vector $z$, so the two points differ by a reciprocal lattice vector of the supercell. Here `k` is given in primitive coordinates and `k'` in supercell coordinates.

```lean
/-- The zone centre. -/
def Gam : Fin 2 → ℚ := ![0, 0]
```

`Gam` is Γ, the zero vector.

```lean
/-- The zone corner K. -/
def K : Fin 2 → ℚ := ![2 / 3, 1 / 3]
```

With reciprocal vectors at 120°, the point $(2/3,1/3)$ is a zone corner. Codes that put the primitive vectors at 120° give the corners other coordinates.

```lean
/-- The other zone corner, K'. -/
def K' : Fin 2 → ℚ := ![1 / 3, 2 / 3]
```

The second, inequivalent corner is $(1/3,2/3)$, which equals $-K$ up to an integer vector.

## Determinant and shape of the supercell

```lean
/-- The squared length `x² + x y + y²` of a lattice vector vanishes only for the zero vector. -/
theorem eq_zero_of_length {x y : ℤ} (h : x ^ 2 + x * y + y ^ 2 = 0) : x = 0 ∧ y = 0 := by
  have hx : x ^ 2 = 0 := le_antisymm (by nlinarith [sq_nonneg (x + 2 * y)]) (sq_nonneg x)
  have hy : y ^ 2 = 0 := le_antisymm (by nlinarith [sq_nonneg (2 * x + y)]) (sq_nonneg y)
  exact ⟨(pow_eq_zero_iff two_ne_zero).mp hx, (pow_eq_zero_iff two_ne_zero).mp hy⟩
```

A lattice vector with coordinates $(x,y)$ has squared length $a^2(x^2+xy+y^2)$. If this vanishes, then

$$0=4(x^2+xy+y^2)=(x+2y)^2+3x^2$$

forces $x=0$, and the mirror identity forces $y=0$. The tactic `nlinarith` receives the square $(x+2y)^2\ge 0$ as a hint and derives $x^2\le 0$.

```lean
/-- The determinant of the supercell matrix is `m² + m n + n²`. -/
theorem det_cell (m n : ℤ) : (cell m n).det = m ^ 2 + m * n + n ^ 2 := by
  rw [cell, Matrix.det_fin_two_of]
  ring
```

By hand, $\det M=m(m+n)+n^2=m^2+mn+n^2$. This is the index, the number of primitive cells in the supercell. The tactic `ring` checks the polynomial identity.

```lean
/-- The supercell matrix has positive determinant unless `m` and `n` both vanish. -/
theorem det_cell_pos {m n : ℤ} (h : m ≠ 0 ∨ n ≠ 0) : 0 < (cell m n).det := by
  rw [det_cell]
  have h0 : 0 ≤ m ^ 2 + m * n + n ^ 2 := by
    nlinarith [sq_nonneg (m + n), sq_nonneg m, sq_nonneg n]
  refine lt_of_le_of_ne h0 fun h1 => ?_
  obtain ⟨hm, hn⟩ := eq_zero_of_length h1.symm
  exact h.elim (fun a => a hm) (fun a => a hn)
```

The determinant is half of $(m+n)^2+m^2+n^2$, so it is non-negative, and by the length lemma it vanishes only for $m=n=0$. The other theorems admit that case too, although the zero matrix describes no supercell.

```lean
/-- The Gram matrix of the supercell vectors is the primitive one multiplied by the
determinant of the supercell matrix. -/
theorem gram_cell (m n : ℤ) :
    (cell m n)ᵀ * gram * cell m n = (cell m n).det • gram := by
  rw [det_cell]
  ext i j
  fin_cases i <;> fin_cases j <;>
    simp [cell, gram, Matrix.mul_apply, Fin.sum_univ_two] <;> ring
```

In words, $M^{T}GM=(\det M)\,G$: the supercell has the shape of the primitive cell, with squared lengths multiplied by the index. Write $u=(m,n)$ and $v=(-n,m+n)$ for the columns. Then

$$u^{T}Gu=2(m^2+mn+n^2),$$
$$v^{T}Gv=2\left(n^2-n(m+n)+(m+n)^2\right)=2(m^2+mn+n^2),$$
$$u^{T}Gv=m(m-n)+n(2m+n)=m^2+mn+n^2.$$

Lean does the same entry by entry: `fin_cases` splits into the four index pairs, and `ring` closes each.

## Every supercell of this shape

```lean
/-- Every integer matrix that multiplies the Gram matrix by its own determinant is
one of the matrices `cell m n`, with `(m, n)` its first column. -/
theorem eq_cell_of_gram (M : Matrix (Fin 2) (Fin 2) ℤ)
    (h : Mᵀ * gram * M = M.det • gram) : M = cell (M 0 0) (M 1 0) := by
  have h00 := congrFun (congrFun h 0) 0
  have h01 := congrFun (congrFun h 0) 1
  have h11 := congrFun (congrFun h 1) 1
  simp [gram, Matrix.mul_apply, Fin.sum_univ_two, Matrix.det_fin_two] at h00 h01 h11
  -- the second column minus the rotated first column has zero length
  have hQ : 2 * ((M 0 1 + M 1 0) ^ 2 + (M 0 1 + M 1 0) * (M 1 1 - M 0 0 - M 1 0)
      + (M 1 1 - M 0 0 - M 1 0) ^ 2) = 0 := by
    linear_combination h00 + h11 - h01
  obtain ⟨hx, hy⟩ := eq_zero_of_length (by linarith [hQ] :
    (M 0 1 + M 1 0) ^ 2 + (M 0 1 + M 1 0) * (M 1 1 - M 0 0 - M 1 0)
      + (M 1 1 - M 0 0 - M 1 0) ^ 2 = 0)
  ext i j
  fin_cases i <;> fin_cases j <;> simp [cell] <;> linarith
```

This is the converse: an integer matrix with $M^{T}GM=(\det M)G$ must be some $M(m,n)$. Let $u,v$ now be its columns and $\Delta=\det M$. The hypothesis, read entry by entry, is

$$u^{T}Gu=v^{T}Gv=2\Delta,\qquad u^{T}Gv=\Delta.$$

Let $Ru=(-M_{10},\,M_{00}+M_{10})$ be the rotated first column, and set

$$w=v-Ru=(M_{01}+M_{10},\;M_{11}-M_{00}-M_{10}).$$

Rotation preserves length, and multiplying out gives $2\,v^{T}GRu=u^{T}Gv+3\Delta$. Hence

$$w^{T}Gw=u^{T}Gu+v^{T}Gv-u^{T}Gv-3\Delta=2\Delta+2\Delta-\Delta-3\Delta=0.$$

So $w=0$ by the length lemma, and $v=Ru$. In the code, `h00`, `h01` and `h11` are the three metric equations, and `linear_combination h00 + h11 - h01` is the last display.

The hypothesis also fixes the description of the cell. The determinant is signed, so the vectors must be right-handed, and they must stand at 60°. For a right-handed pair at 120°, replacing the second vector by the sum of the two gives a suitable basis of the same lattice.

## Where K goes

```lean
/-- The supercell reciprocal coordinates of K are `(2m + n)/3` and `(m - n)/3`. -/
theorem fold_K (m n : ℤ) :
    fold (cell m n) K = ![(2 * (m : ℚ) + n) / 3, ((m : ℚ) - n) / 3] := by
  ext i
  fin_cases i <;>
    simp [fold, cell, K, Matrix.mulVec, dotProduct, Fin.sum_univ_two] <;> ring
```

The two components of $M^{T}K$ are

$$\frac{2m+n}{3},\qquad \frac{-2n+(m+n)}{3}=\frac{m-n}{3}.$$

```lean
/-- K folds to the zone centre of the supercell exactly when 3 divides `m - n`. -/
theorem K_foldsTo_Gam_iff (m n : ℤ) : FoldsTo (cell m n) K Gam ↔ 3 ∣ m - n := by
  constructor
  · rintro ⟨z, hz⟩
    have h : ((m : ℚ) - n) / 3 = 0 + z 1 := by simpa [fold_K, Gam] using hz 1
    have h' : (m : ℚ) - n = 3 * z 1 := by linarith
    exact ⟨z 1, by exact_mod_cast h'⟩
  · rintro ⟨q, hq⟩
    have hq' : (m : ℚ) - n = 3 * q := by exact_mod_cast hq
    refine ⟨![m - q, q], fun i => ?_⟩
    rw [fold_K]
    fin_cases i <;> simp [Gam] <;> linarith
```

If K folds to Γ, the second component is an integer, so 3 divides $m-n$. Conversely, let $m-n=3q$. Since $2m+n=3m-(m-n)$, the first component is $m-q$ and the second is $q$, both integers. The code supplies this vector as `![m - q, q]`. The tactic `exact_mod_cast` carries equations between the integers and the rationals.

```lean
/-- K folds to the corner K of the supercell zone exactly when `m - n` leaves remainder 1 on
division by 3, and to the corner K' exactly when it leaves remainder 2. -/
theorem K_foldsTo_corner_iff (m n : ℤ) :
    (FoldsTo (cell m n) K K ↔ (m - n) % 3 = 1) ∧
      (FoldsTo (cell m n) K K' ↔ (m - n) % 3 = 2) := by
  refine ⟨⟨?_, fun h => ?_⟩, ⟨?_, fun h => ?_⟩⟩
  · rintro ⟨z, hz⟩
    have h := hz 1
    rw [fold_K] at h
    change ((m : ℚ) - n) / 3 = 1 / 3 + z 1 at h
    have h' : (m : ℚ) - n = 1 + 3 * z 1 := by linarith
    have h'' : m - n = 1 + 3 * z 1 := by exact_mod_cast h'
    omega
  · obtain ⟨q, hq⟩ : ∃ q, m - n = 1 + 3 * q := ⟨(m - n) / 3, by omega⟩
    have hq' : (m : ℚ) - n = 1 + 3 * q := by exact_mod_cast hq
    refine ⟨![m - 1 - q, q], fun i => ?_⟩
    rw [fold_K]
    fin_cases i <;> simp [K] <;> linarith
  · rintro ⟨z, hz⟩
    have h := hz 1
    rw [fold_K] at h
    change ((m : ℚ) - n) / 3 = 2 / 3 + z 1 at h
    have h' : (m : ℚ) - n = 2 + 3 * z 1 := by linarith
    have h'' : m - n = 2 + 3 * z 1 := by exact_mod_cast h'
    omega
  · obtain ⟨q, hq⟩ : ∃ q, m - n = 2 + 3 * q := ⟨(m - n) / 3, by omega⟩
    have hq' : (m : ℚ) - n = 2 + 3 * q := by exact_mod_cast hq
    refine ⟨![m - 1 - q, q], fun i => ?_⟩
    rw [fold_K]
    fin_cases i <;> simp [K'] <;> linarith
```

The remaining remainders lead to the corners. Write $m-n=r+3q$ with $r=1$ or $2$. Then

$$M^{T}K=\left(m-q-\frac r3,\;q+\frac r3\right)=\left(1-\frac r3,\;\frac r3\right)+(m-1-q,\;q).$$

For $r=1$ the fractional part is K, and for $r=2$ it is K'. Conversely, the second component alone determines the remainder, which `omega` extracts by integer arithmetic.

In `FoldsTo (cell m n) K K` the first `K` is the corner of the primitive zone and the second is the corner of the supercell zone. The label depends on how the supercell basis is turned: $M(0,1)$ describes the primitive lattice itself in a basis rotated by 60°, and K becomes K'. Lean's remainder on division by 3 is never negative, so $-1$ counts as 2, in agreement with this example.

## The index decides between Γ and a corner

```lean
/-- For every integer matrix that multiplies the Gram matrix by its own determinant,
K folds to the zone centre exactly when 3 divides that determinant. -/
theorem K_foldsTo_Gam_iff_det (M : Matrix (Fin 2) (Fin 2) ℤ)
    (h : Mᵀ * gram * M = M.det • gram) : FoldsTo M K Gam ↔ 3 ∣ M.det := by
  obtain ⟨m, n, rfl⟩ : ∃ m n, M = cell m n := ⟨_, _, eq_cell_of_gram M h⟩
  rw [K_foldsTo_Gam_iff, det_cell]
  -- the determinant equals (m - n)² + 3 m n
  constructor
  · rintro ⟨q, hq⟩
    exact ⟨3 * q ^ 2 + m * n, by linear_combination (m - n + 3 * q) * hq⟩
  · rintro ⟨q, hq⟩
    have h2 : (3 : ℤ) ∣ (m - n) ^ 2 := ⟨q - m * n, by linear_combination hq⟩
    exact Int.prime_three.dvd_of_dvd_pow h2
```

For any integer matrix satisfying the metric condition, K folds to Γ exactly when 3 divides the determinant. The converse above first writes the matrix as $M(m,n)$. Then

$$\det M=m^2+mn+n^2=(m-n)^2+3mn.$$

If $m-n=3q$, the determinant is $3(3q^2+mn)$. If instead 3 divides the determinant, it divides $(m-n)^2$, and because 3 is prime it divides $m-n$. That last step is `Int.prime_three.dvd_of_dvd_pow`.

The metric condition matters here. The cell with vectors $3\mathbf a_0$ and $\mathbf a_1$ has index 3 but a different shape, and it sends K to $(2,1/3)$, which is not Γ.

```lean
/-- The supercell with `m = n = 1` multiplies the Gram matrix by its determinant, which is 3,
and folds K to the zone centre. -/
theorem sqrt_three_cell_witness :
    (cell 1 1)ᵀ * gram * cell 1 1 = (cell 1 1).det • gram ∧ (cell 1 1).det = 3 ∧
      FoldsTo (cell 1 1) K Gam :=
  ⟨gram_cell 1 1, by rw [det_cell]; norm_num, (K_foldsTo_Gam_iff 1 1).mpr (by norm_num)⟩

end TriangularSupercell
```

The √3×√3 cell is $m=n=1$, with vectors $(1,1)$ and $(-1,2)$. It satisfies the metric condition, has index 3, and takes K to $(1,0)$, an integer vector and hence Γ. The three parts of the statement come from `gram_cell`, `det_cell` and `K_foldsTo_Gam_iff`.

```lean
#print axioms TriangularSupercell.det_cell_pos
-- 'TriangularSupercell.det_cell_pos' depends on axioms: [propext, Classical.choice, Quot.sound]
#print axioms TriangularSupercell.K_foldsTo_corner_iff
-- 'TriangularSupercell.K_foldsTo_corner_iff' depends on axioms: [propext, Classical.choice, Quot.sound]
#print axioms TriangularSupercell.K_foldsTo_Gam_iff_det
-- 'TriangularSupercell.K_foldsTo_Gam_iff_det' depends on axioms: [propext, Classical.choice, Quot.sound]
```
